# In a real two-electron singlet, the orbital of largest determinant overlap is a natural orbital

## One determinant for two correlated electrons

The exact singlet state of two electrons, as in the helium atom or H₂, is not a single determinant. We can still ask which closed-shell determinant resembles it most. In a finite orthonormal basis of real orbitals $\varphi_i$, the spatial part of the state is

$$\Psi(1,2)=\sum_{ij} C_{ij}\,\varphi_i(1)\varphi_j(2),\qquad C^T=C,$$

where the coefficients $C_{ij}$ are real and the singlet spin function makes $C$ symmetric. If a unit orbital with coefficient vector $v$ is doubly occupied, the overlap of its determinant with $\Psi$ is

$$q(v)=v^TCv .$$

An orbital that maximises $|q(v)|$ is a Brueckner orbital in the maximal-overlap sense. Natural orbitals are defined differently, as eigenvectors of the spin-summed density matrix $\gamma=2CC^T$, with the occupations as eigenvalues. For this two-electron, finite-basis model, the maximising orbital is natural, and a full configuration-interaction expansion built on it has no single excitations.

## What is claimed

The index type `n` labels the basis, and an orbital is a vector `v : n → ℝ`. The definitions `overlap`, `density` and `singles` stand for $q(v)$, $\gamma$ and the singles vector

$$s=(1-vv^T)Cv .$$

The predicate `IsMaxOverlap C v` says that $v^Tv=1$ and that $|q(x)|\le|q(v)|$ for every unit orbital $x$.

The main theorem, `brueckner_orbital_is_natural`, assumes that the basis is non-empty and $C$ is symmetric. It states that a maximising orbital exists, and that every maximising $v$ has these properties:

- The Brueckner condition $s=0$ holds.
- $Cv=q(v)\,v$, and no eigenvalue of $C$ has modulus larger than $|q(v)|$.
- $\gamma v=2q(v)^2\,v$, so $v$ is natural with occupation $2q(v)^2$.

A second theorem, `natural_orbital_is_brueckner`, is a partial converse: a unit natural orbital satisfies $s=0$ if its occupation is non-degenerate. Physically, this means that no linearly independent orbital shares that occupation. The condition $s=0$ does not make the overlap maximal: for $C=\mathrm{diag}(4/5,-3/5)$ the second basis orbital satisfies it with $|q|=3/5$, while the first reaches $4/5$.

The formulas for the overlap and the density enter as definitions and are not derived from a many-electron wave function. Complex orbitals and more than two electrons are not treated. The normalisation $\sum_{ij}C_{ij}^2=1$ is not required; without it, $q$ and $\gamma$ are unnormalised.

## Stationarity removes the single excitations

Let $v$ be a maximising orbital. For $x\neq0$, apply maximality to $x/\sqrt{x^Tx}$. Since $q$ is quadratic,

$$|q(x)|\le|q(v)|\,x^Tx, \tag{1}$$

which also holds for $x=0$.

Now take $w$ with $w^Tv=0$ and set $b=w^TCv$. For a unit $w$, the overlap of $\Psi$ with the normalised singly excited singlet is $\sqrt2\,b$. Mixing $w$ into $v$ with strength $t$ gives, by the symmetry of $C$,

$$q(v+tw)=q(v)+2tb+t^2q(w),\qquad (v+tw)^T(v+tw)=1+t^2w^Tw .$$

Choose $\sigma=\pm1$ with $\sigma q(v)=|q(v)|$. Inserting both expressions into (1) leaves

$$2t\,\sigma b\le t^2K,\qquad K=|q(v)|\,w^Tw-\sigma q(w),$$

for all real $t$. Dividing by $t>0$ and letting $t\to0$ gives $\sigma b\le0$; negative $t$ gives $\sigma b\ge0$. Hence $b=0$.

The singles vector is $s=Cv-q(v)v$, and $v^Ts=q(v)-q(v)=0$. It is therefore an allowed choice of $w$, so $s^TCv=0$ and

$$s^Ts=s^TCv-q(v)\,s^Tv=0 .$$

Thus $s=0$.

## From the eigenvector to the occupation

The condition $s=0$ reads $Cv=q(v)v$. Applying $C$ again gives $\gamma v=2C^2v=2q(v)^2v$. If $Cx=\mu x$ with $x\ne0$, then $q(x)=\mu\,x^Tx$, and (1) gives $|\mu|\le|q(v)|$. A maximising orbital exists because $|q|$ is continuous on the unit sphere, which is compact and non-empty.

For the converse, let $\gamma v=\nu v$ with $v^Tv=1$. Since $C$ commutes with $\gamma=2C^2$, we have $\gamma(Cv)=\nu\,Cv$. Non-degeneracy forces $Cv=cv$ for some number $c$. Then $q(v)=c$ and $s=cv-cv=0$.

## Distinct eigenvalues, equal occupations

The converse assumes a non-degenerate eigenvalue of $\gamma$; it is not enough that the eigenvalues of $C$ are all distinct. The matrix $C=\mathrm{diag}(1,-1)$ has two distinct eigenvalues, but squaring removes the sign and both occupations are 2. Every orbital is then natural, including $v=(3/5,4/5)$, for which

$$q(v)=-\tfrac{7}{25},\qquad s=\left(\tfrac{96}{125},-\tfrac{72}{125}\right)\neq0 .$$

For the normalised state $C/\sqrt2$, both occupations are 1, and $q(v)$ and $s$ are divided by $\sqrt2$.

## The Lean file

```lean
import Mathlib

open Matrix

namespace BruecknerNaturalOrbital

noncomputable section

variable {n : Type*} [Fintype n]

/-- Overlap `vᵀ C v` of the two-electron singlet with coefficient matrix `C` and the
closed-shell determinant in which the unit orbital `v` is doubly occupied. -/
def overlap (C : Matrix n n ℝ) (v : n → ℝ) : ℝ := v ⬝ᵥ C *ᵥ v

/-- Spin-summed one-particle density matrix `2 C Cᵀ` of the singlet with real coefficient
matrix `C`. -/
def density (C : Matrix n n ℝ) : Matrix n n ℝ := (2 : ℝ) • (C * Cᵀ)

/-- The orbital `v` is normalised, and no normalised orbital gives a closed-shell determinant
with a larger absolute overlap. -/
def IsMaxOverlap (C : Matrix n n ℝ) (v : n → ℝ) : Prop :=
  v ⬝ᵥ v = 1 ∧ ∀ x : n → ℝ, x ⬝ᵥ x = 1 → |overlap C x| ≤ |overlap C v|

/-- For an orbital `v` of maximal overlap, the absolute overlap of any orbital `x`, normalised
or not, is at most that of `v` times the squared length of `x`. -/
theorem overlap_bound {C : Matrix n n ℝ} {v : n → ℝ} (h : IsMaxOverlap C v) (x : n → ℝ) :
    |overlap C x| ≤ |overlap C v| * (x ⬝ᵥ x) := by
  by_cases hx : x = 0
  · subst hx
    simp [overlap]
  have hs : 0 < x ⬝ᵥ x :=
    lt_of_le_of_ne (Finset.sum_nonneg fun i _ => mul_self_nonneg (x i))
      (fun h0 => hx (dotProduct_self_eq_zero.1 h0.symm))
  have hscale : ∀ a : ℝ, overlap C (a • x) = a ^ 2 * overlap C x := by
    intro a
    simp only [overlap, Matrix.mulVec_smul, smul_dotProduct, dotProduct_smul, smul_eq_mul]
    ring
  -- compare with the normalised orbital
  have h1 := h.2 ((√(x ⬝ᵥ x))⁻¹ • x) (by
    rw [smul_dotProduct, dotProduct_smul, smul_eq_mul, smul_eq_mul, ← mul_assoc, ← mul_inv,
      Real.mul_self_sqrt hs.le, inv_mul_cancel₀ hs.ne'])
  rw [hscale, inv_pow, Real.sq_sqrt hs.le, abs_mul, abs_of_pos (inv_pos.2 hs),
    inv_mul_le_iff₀ hs] at h1
  linarith [mul_comm (x ⬝ᵥ x) |overlap C v|]

private theorem linear_term_zero {b K : ℝ} (h : ∀ t : ℝ, 2 * t * b ≤ t ^ 2 * K) : b = 0 := by
  have hK : 0 ≤ K := by linarith [h 1, h (-1)]
  have hne : K + 1 ≠ 0 := by positivity
  obtain ⟨u, hu⟩ : ∃ u, b = u * (K + 1) := ⟨b / (K + 1), (div_mul_cancel₀ b hne).symm⟩
  have h1 := h u
  rw [hu] at h1
  have h2 : u ^ 2 ≤ 0 := by nlinarith [mul_nonneg (sq_nonneg u) hK]
  have h3 : u = 0 := (pow_eq_zero_iff two_ne_zero).1 (le_antisymm h2 (sq_nonneg u))
  rw [hu, h3, zero_mul]

/-- For symmetric `C` and an orbital `v` of maximal overlap, the amplitude `wᵀ C v` of the
single excitation from `v` to any orthogonal orbital `w` vanishes. -/
theorem no_single_excitation {C : Matrix n n ℝ} (hC : C.IsSymm) {v : n → ℝ}
    (h : IsMaxOverlap C v) (w : n → ℝ) (hw : w ⬝ᵥ v = 0) : w ⬝ᵥ C *ᵥ v = 0 := by
  have hsym : v ⬝ᵥ C *ᵥ w = w ⬝ᵥ C *ᵥ v := by
    rw [Matrix.dotProduct_mulVec, ← Matrix.mulVec_transpose, hC.eq, dotProduct_comm]
  have hvw : v ⬝ᵥ w = 0 := by rw [dotProduct_comm, hw]
  -- mix `w` into `v` with strength `t`
  have hexp : ∀ t : ℝ, overlap C (v + t • w)
      = overlap C v + 2 * t * (w ⬝ᵥ C *ᵥ v) + t ^ 2 * overlap C w := by
    intro t
    simp only [overlap, Matrix.mulVec_add, Matrix.mulVec_smul, add_dotProduct, dotProduct_add,
      smul_dotProduct, dotProduct_smul, smul_eq_mul, hsym]
    ring
  have hlen : ∀ t : ℝ, (v + t • w) ⬝ᵥ (v + t • w) = 1 + t ^ 2 * (w ⬝ᵥ w) := by
    intro t
    simp only [add_dotProduct, dotProduct_add, smul_dotProduct, dotProduct_smul, smul_eq_mul,
      hw, hvw, h.1]
    ring
  have hb : ∀ t : ℝ, |overlap C v + 2 * t * (w ⬝ᵥ C *ᵥ v) + t ^ 2 * overlap C w|
      ≤ |overlap C v| * (1 + t ^ 2 * (w ⬝ᵥ w)) := by
    intro t
    rw [← hexp, ← hlen]
    exact overlap_bound h _
  -- the term linear in `t` must vanish, whatever the sign of the overlap
  rcases le_total 0 (overlap C v) with ho | ho
  · apply linear_term_zero (K := overlap C v * (w ⬝ᵥ w) - overlap C w)
    intro t
    have h1 := (le_abs_self _).trans (hb t)
    rw [abs_of_nonneg ho] at h1
    linarith
  · apply neg_eq_zero.1
    apply linear_term_zero (K := overlap C w - overlap C v * (w ⬝ᵥ w))
    intro t
    have h1 := (neg_le_abs _).trans (hb t)
    rw [abs_of_nonpos ho] at h1
    linarith

/-- In a non-empty orbital basis some normalised orbital has maximal absolute overlap. -/
theorem exists_isMaxOverlap [Nonempty n] (C : Matrix n n ℝ) : ∃ v, IsMaxOverlap C v := by
  classical
  have hclosed : IsClosed {v : n → ℝ | v ⬝ᵥ v = 1} :=
    isClosed_eq (by simp only [dotProduct]; fun_prop) continuous_const
  have hbdd : Bornology.IsBounded {v : n → ℝ | v ⬝ᵥ v = 1} := by
    refine (Metric.isBounded_closedBall (x := (0 : n → ℝ)) (r := 1)).subset fun v hv => ?_
    rw [mem_closedBall_zero_iff, pi_norm_le_iff_of_nonneg zero_le_one]
    intro i
    have h1 : v i * v i ≤ v ⬝ᵥ v :=
      Finset.single_le_sum (f := fun j => v j * v j) (fun j _ => mul_self_nonneg (v j))
        (Finset.mem_univ i)
    have h2 : v ⬝ᵥ v = 1 := hv
    rw [Real.norm_eq_abs, abs_le]
    constructor <;> nlinarith
  have hcont : Continuous fun v : n → ℝ => |overlap C v| := by
    simp only [overlap, dotProduct, Matrix.mulVec]
    fun_prop
  obtain ⟨i⟩ := ‹Nonempty n›
  obtain ⟨v, hv, hmax⟩ := (Metric.isCompact_of_isClosed_isBounded hclosed hbdd).exists_isMaxOn
    ⟨Pi.single i 1, by simp⟩ hcont.continuousOn
  exact ⟨v, hv, fun x hx => hmax hx⟩

variable [DecidableEq n]

/-- The singles vector `(1 - v vᵀ) C v`: for a unit orbital `v`, the part of `C v`
orthogonal to `v`. -/
def singles (C : Matrix n n ℝ) (v : n → ℝ) : n → ℝ := (1 - vecMulVec v v) *ᵥ (C *ᵥ v)

/-- The singles vector is `C v` minus the overlap times `v`. -/
theorem singles_eq (C : Matrix n n ℝ) (v : n → ℝ) :
    singles C v = C *ᵥ v - overlap C v • v := by
  have h : ∀ y : n → ℝ, vecMulVec v v *ᵥ y = (v ⬝ᵥ y) • v := by
    intro y
    ext i
    simp only [Matrix.mulVec, dotProduct, Matrix.vecMulVec_apply, Pi.smul_apply, smul_eq_mul,
      Finset.sum_mul]
    exact Finset.sum_congr rfl fun j _ => by ring
  rw [singles, Matrix.sub_mulVec, Matrix.one_mulVec, h, overlap]

/-- For a real symmetric coefficient matrix in a non-empty basis, an orbital of maximal absolute
overlap exists. Each such orbital `v` satisfies the Brueckner condition `(1 - v vᵀ) C v = 0`, is an
eigenvector of `C` whose eigenvalue is the overlap and has the largest modulus of all
eigenvalues, and is a natural orbital with occupation twice the squared overlap. -/
theorem brueckner_orbital_is_natural [Nonempty n] {C : Matrix n n ℝ} (hC : C.IsSymm) :
    (∃ v, IsMaxOverlap C v) ∧ ∀ v, IsMaxOverlap C v →
      singles C v = 0 ∧ C *ᵥ v = overlap C v • v ∧
      (∀ (μ : ℝ) (x : n → ℝ), x ≠ 0 → C *ᵥ x = μ • x → |μ| ≤ |overlap C v|) ∧
      density C *ᵥ v = (2 * overlap C v ^ 2) • v := by
  refine ⟨exists_isMaxOverlap C, fun v h => ?_⟩
  -- the singles vector is itself an orbital orthogonal to `v`
  have horth : singles C v ⬝ᵥ v = 0 := by
    rw [singles_eq, sub_dotProduct, smul_dotProduct, h.1, dotProduct_comm, overlap]
    simp
  have hs : singles C v = 0 := by
    apply dotProduct_self_eq_zero.1
    calc singles C v ⬝ᵥ singles C v
        = singles C v ⬝ᵥ (C *ᵥ v - overlap C v • v) := by rw [← singles_eq]
      _ = 0 := by
        rw [dotProduct_sub, dotProduct_smul, horth, no_single_excitation hC h _ horth]
        simp
  have he : C *ᵥ v = overlap C v • v := by
    rw [singles_eq] at hs
    exact sub_eq_zero.1 hs
  refine ⟨hs, he, fun μ x hx hμ => ?_, ?_⟩
  · have hpos : 0 < x ⬝ᵥ x :=
      lt_of_le_of_ne (Finset.sum_nonneg fun i _ => mul_self_nonneg (x i))
        (fun h0 => hx (dotProduct_self_eq_zero.1 h0.symm))
    have h1 := overlap_bound h x
    have h2 : overlap C x = μ * (x ⬝ᵥ x) := by
      rw [overlap, hμ, dotProduct_smul, smul_eq_mul]
    rw [h2, abs_mul, abs_of_pos hpos] at h1
    exact le_of_mul_le_mul_right h1 hpos
  · rw [density, hC.eq, Matrix.smul_mulVec, ← Matrix.mulVec_mulVec, he, Matrix.mulVec_smul, he]
    module

/-- For symmetric `C`, a normalised natural orbital whose occupation `ν` is non-degenerate
satisfies the Brueckner condition. -/
theorem natural_orbital_is_brueckner {C : Matrix n n ℝ} (hC : C.IsSymm) {v : n → ℝ} {ν : ℝ}
    (hv : v ⬝ᵥ v = 1) (hnat : density C *ᵥ v = ν • v)
    (hsimple : ∀ x, density C *ᵥ x = ν • x → ∃ c : ℝ, x = c • v) : singles C v = 0 := by
  have hd : ∀ x, density C *ᵥ x = (2 : ℝ) • C *ᵥ (C *ᵥ x) := by
    intro x
    rw [density, hC.eq, Matrix.smul_mulVec, ← Matrix.mulVec_mulVec]
  -- `C` commutes with the density, so `C v` has the same occupation as `v`
  obtain ⟨c, hc⟩ := hsimple (C *ᵥ v) (by
    rw [hd, ← Matrix.mulVec_smul, ← hd, hnat, Matrix.mulVec_smul])
  rw [singles_eq, overlap, hc, dotProduct_smul, hv]
  simp

/-- For `C = diag(1, -1)` the normalised orbital `(3/5, 4/5)` is a natural orbital with
occupation 2, but it violates the Brueckner condition. -/
theorem degenerate_natural_orbital_not_brueckner :
    (![3/5, 4/5] : Fin 2 → ℝ) ⬝ᵥ ![3/5, 4/5] = 1 ∧
    density !![1, 0; 0, -1] *ᵥ ![3/5, 4/5] = (2 : ℝ) • ![3/5, 4/5] ∧
    singles !![1, 0; 0, -1] ![3/5, 4/5] ≠ 0 := by
  refine ⟨?_, ?_, fun h => ?_⟩
  · norm_num [dotProduct, Fin.sum_univ_two]
  · have hT : (!![1, 0; 0, -1] : Matrix (Fin 2) (Fin 2) ℝ)ᵀ = !![1, 0; 0, -1] := by
      ext i j
      fin_cases i <;> fin_cases j <;> rfl
    rw [density, hT, Matrix.smul_mulVec, ← Matrix.mulVec_mulVec]
    ext i
    fin_cases i <;> norm_num [Matrix.mulVec, dotProduct, Fin.sum_univ_two]
  · have h0 := congrFun h 0
    norm_num [singles_eq, overlap, Matrix.mulVec, dotProduct, Fin.sum_univ_two] at h0

end

end BruecknerNaturalOrbital
```

```lean
#print axioms BruecknerNaturalOrbital.brueckner_orbital_is_natural
-- 'BruecknerNaturalOrbital.brueckner_orbital_is_natural' depends on axioms: [propext, Classical.choice, Quot.sound]
#print axioms BruecknerNaturalOrbital.natural_orbital_is_brueckner
-- 'BruecknerNaturalOrbital.natural_orbital_is_brueckner' depends on axioms: [propext, Classical.choice, Quot.sound]
#print axioms BruecknerNaturalOrbital.degenerate_natural_orbital_not_brueckner
-- 'BruecknerNaturalOrbital.degenerate_natural_orbital_not_brueckner' depends on axioms: [propext, Classical.choice, Quot.sound]
```

## How the lemmas carry the argument

`overlap_bound` is inequality (1), with the case $x=0$ split off before normalising.

`linear_term_zero` replaces the limit $t\to0$ by a single choice of $t$. Taking $t=1$ and $t=-1$ shows $K\ge0$. Then $t=u=b/(K+1)$ turns the inequality into $u^2(K+2)\le0$, so $u=0$ and $b=0$.

`no_single_excitation` expands the mixed orbital in `hexp` and `hlen`. Its two final cases are the two signs $\sigma$; in the negative case the lemma is applied to $-b$.

`exists_isMaxOverlap` shows that the unit sphere is closed and bounded, since each component of a unit vector lies between $-1$ and $1$, and then uses compactness.

In the main theorem, `singles_eq` rewrites $s$ as $Cv-q(v)v$, `horth` is $s^Tv=0$, and the `calc` block is the computation of $s^Ts$. The eigenvector equation `he` is then used twice for the density.

`natural_orbital_is_brueckner` passes $Cv$ to the hypothesis `hsimple` to obtain $c$. The last theorem checks the $\mathrm{diag}(1,-1)$ example by components; the first component of $s$ is enough to show $s\ne0$.
